# First and second derivatives of a sum of orbital energies with a parameter-dependent overlap

Let \(H(t)\) and \(S(t)\) be real symmetric matrices, the Hamiltonian and the overlap in a finite basis, depending on one real parameter \(t\) such as a nuclear displacement. The columns of \(C(t)\) are the chosen orbitals, and \(\varepsilon(t)\) is a square matrix with one row per orbital. At every \(t\),

\[
HC = SC\varepsilon, \qquad C^TSC = 1 .
\]

Canonical orbitals have diagonal \(\varepsilon\), but this is not required. Define

\[
P = CC^T, \qquad W = C\varepsilon C^T, \qquad E = \operatorname{Tr}\varepsilon .
\]

Each orbital is counted once, with no spin factor. A prime denotes \(d/dt\), taken entry by entry. Throughout, \(H\) and \(S\) are assumed to be twice differentiable in \(t\), and \(C\) and \(\varepsilon\) once.

## The derivatives by hand

The claim is that

\[
E' = \operatorname{Tr}(PH') - \operatorname{Tr}(WS'),
\]
\[
E'' = \operatorname{Tr}(PH'') - \operatorname{Tr}(WS'') + \operatorname{Tr}(P'H') - \operatorname{Tr}(W'S').
\]

Multiplying the orbital equation by \(C^T\) from the left gives \(\varepsilon = C^THC\), so \(\varepsilon\) is symmetric. Transposing the orbital equation then gives \(C^TH = \varepsilon C^TS\).

Differentiate \(E = \operatorname{Tr}(C^THC)\):

\[
E' = \operatorname{Tr}(C'^THC) + \operatorname{Tr}(C^TH'C) + \operatorname{Tr}(C^THC').
\]

The middle term is \(\operatorname{Tr}(PH')\). By the two forms of the orbital equation, the outer terms add up to

\[
\operatorname{Tr}\bigl[\varepsilon\,(C'^TSC + C^TSC')\bigr].
\]

Differentiating the orthonormality condition gives

\[
C'^TSC + C^TS'C + C^TSC' = 0,
\]

so the outer terms equal \(-\operatorname{Tr}(\varepsilon C^TS'C) = -\operatorname{Tr}(WS')\). The orbital response has disappeared from \(E'\).

This holds at every \(t\), so it can be differentiated again. The product rule gives the stated \(E''\), with

\[
P' = C'C^T + CC'^T, \qquad
W' = C'\varepsilon C^T + C\varepsilon'C^T + C\varepsilon C'^T .
\]

Since \(H'\), \(S'\) and \(\varepsilon\) are symmetric, the two \(C'\) terms in each trace are equal:

\[
\operatorname{Tr}(P'H') = 2\operatorname{Tr}(C'^TH'C),
\]
\[
\operatorname{Tr}(W'S') = 2\operatorname{Tr}(C'^TS'C\varepsilon) + \operatorname{Tr}(\varepsilon'C^TS'C).
\]

Hence

\[
E'' = \operatorname{Tr}(PH'') - \operatorname{Tr}(WS'') + 2\operatorname{Tr}\bigl[C'^T(H'C - S'C\varepsilon)\bigr] - \operatorname{Tr}(\varepsilon'C^TS'C).
\]

For non-interacting electrons that occupy the chosen orbitals once each, with the orbitals expanded in atom-centred basis functions, these are the first and second derivatives of the electronic energy along one displacement; \(-\operatorname{Tr}(WS')\) is the overlap contribution to the gradient.

## Matrix derivatives in Lean

```lean
import Mathlib

open Matrix

namespace CoupledPerturbedSecondDerivative

noncomputable section
```

`HasMatDeriv A A' t` says that every entry of `A` has the corresponding entry of `A'` as its derivative at `t`.

```lean
/-- The matrix function `A` has derivative `A'` at `t`, entry by entry. -/
def HasMatDeriv {k l : Type*} (A : ℝ → Matrix k l ℝ) (A' : Matrix k l ℝ) (t : ℝ) : Prop :=
  ∀ i j, HasDerivAt (fun s => A s i j) (A' i j) t
```

The product rule keeps the order of the factors.

```lean
/-- Product rule for matrix functions, with the order of the factors kept. -/
theorem HasMatDeriv.mul {k l p : Type*} [Fintype l] {A : ℝ → Matrix k l ℝ}
    {B : ℝ → Matrix l p ℝ} {A' : Matrix k l ℝ} {B' : Matrix l p ℝ} {t : ℝ}
    (hA : HasMatDeriv A A' t) (hB : HasMatDeriv B B' t) :
    HasMatDeriv (fun s => A s * B s) (A' * B t + A t * B') t := by
  intro i j
  simp only [Matrix.mul_apply, Matrix.add_apply, ← Finset.sum_add_distrib]
  exact HasDerivAt.fun_sum fun k _ => (hA i k).fun_mul (hB k j)
```

A symmetric matrix function has a symmetric derivative, because entries \(ij\) and \(ji\) are the same function and derivatives are unique.

```lean
/-- The derivative of a symmetric matrix function is symmetric. -/
theorem HasMatDeriv.symm_deriv {k : Type*} {A : ℝ → Matrix k k ℝ} {A' : Matrix k k ℝ} {t : ℝ}
    (hs : ∀ s, (A s).IsSymm) (hA : HasMatDeriv A A' t) : A'ᵀ = A' := by
  ext i j
  have h : HasDerivAt (fun s => A s i j) (A' j i) t := by
    have e : (fun s => A s i j) = fun s => A s j i := funext fun s => (hs s).apply j i
    rw [e]
    exact hA j i
  exact h.unique (hA i j)
```

The trace is a finite sum, so it can be differentiated term by term.

```lean
/-- The trace of a differentiable matrix function has the trace of the derivative as its
derivative. -/
theorem HasMatDeriv.trace {k : Type*} [Fintype k] {A : ℝ → Matrix k k ℝ} {A' : Matrix k k ℝ}
    {t : ℝ} (hA : HasMatDeriv A A' t) :
    HasDerivAt (fun s => Matrix.trace (A s)) (Matrix.trace A') t := by
  simp only [Matrix.trace, Matrix.diag_apply]
  exact HasDerivAt.fun_sum fun i _ => hA i i
```

## Orbitals and density matrices

The type `n` labels basis functions and `m` labels orbitals. `OrbitalFamily` collects the conditions on \(H\), \(S\), \(C\) and \(\varepsilon\) at all parameter values. It requires neither a positive definite \(S\) nor that the orbitals be the lowest ones.

```lean
variable {n m : Type*} [Fintype n] [Fintype m] [DecidableEq m]

/-- Orbitals `C` solve `H C = S C ε` and are orthonormal in the metric `S`, at every value of the
parameter, with `H` and `S` symmetric. -/
structure OrbitalFamily (H S : ℝ → Matrix n n ℝ) (C : ℝ → Matrix n m ℝ)
    (ε : ℝ → Matrix m m ℝ) : Prop where
  H_symm : ∀ s, (H s).IsSymm
  S_symm : ∀ s, (S s).IsSymm
  eig : ∀ s, H s * C s = S s * C s * ε s
  orthonormal : ∀ s, (C s)ᵀ * S s * C s = 1
```

The next four definitions are \(P\), \(W\), and the explicit expressions for \(P'\) and \(W'\).

```lean
/-- The density matrix `P = C Cᵀ`. -/
def density (C : Matrix n m ℝ) : Matrix n n ℝ := C * Cᵀ

/-- The energy-weighted density matrix `W = C ε Cᵀ`. -/
def weighted (C : Matrix n m ℝ) (ε : Matrix m m ℝ) : Matrix n n ℝ := C * ε * Cᵀ

/-- First-order density matrix built from the orbitals `C` and their response `C'`. -/
def densityResponse (C C' : Matrix n m ℝ) : Matrix n n ℝ := C' * Cᵀ + C * C'ᵀ

/-- First-order energy-weighted density matrix built from `C`, `ε` and their responses. -/
def weightedResponse (C C' : Matrix n m ℝ) (ε ε' : Matrix m m ℝ) : Matrix n n ℝ :=
  C' * ε * Cᵀ + C * ε' * Cᵀ + C * ε * C'ᵀ
```

The identity \(C^THC = \varepsilon\) and the symmetry of \(\varepsilon\) follow from the family's conditions.

```lean
variable {H S H1 S1 : ℝ → Matrix n n ℝ} {C C1 : ℝ → Matrix n m ℝ} {ε : ℝ → Matrix m m ℝ}

/-- The multiplier matrix of an orbital family is the Hamiltonian in the orbital basis,
`Cᵀ H C = ε`. -/
theorem OrbitalFamily.multiplier_eq (h : OrbitalFamily H S C ε) (s : ℝ) :
    (C s)ᵀ * H s * C s = ε s := by
  rw [Matrix.mul_assoc, h.eig, ← Matrix.mul_assoc, ← Matrix.mul_assoc, h.orthonormal,
    Matrix.one_mul]

/-- The multiplier matrix of an orbital family is symmetric. -/
theorem OrbitalFamily.multiplier_symm (h : OrbitalFamily H S C ε) (s : ℝ) :
    (ε s)ᵀ = ε s := by
  rw [← h.multiplier_eq s, Matrix.transpose_mul, Matrix.transpose_mul,
    Matrix.transpose_transpose, (h.H_symm s).eq, Matrix.mul_assoc]
```

## The first derivative

The theorem needs \(H\), \(S\) and \(C\) to be differentiable only at the point \(t\). In the proof, `hN0` is the differentiated orthonormality condition and `hn` is its trace against \(\varepsilon\). The equation `hl` is the transposed orbital equation. `e1` and `e2` rewrite the two response terms, `e3` and `e4` produce the traces with \(P\) and \(W\), and `linarith` combines them.

```lean
/-- First derivative of `E = Tr ε` for an orbital family with `H`, `S` and `C` differentiable at
`t`: `E' = Tr(P H') - Tr(W S')`. -/
theorem energy_deriv (h : OrbitalFamily H S C ε) {t : ℝ} {H' S' : Matrix n n ℝ}
    {C' : Matrix n m ℝ} (hH : HasMatDeriv H H' t) (hS : HasMatDeriv S S' t)
    (hC : HasMatDeriv C C' t) :
    HasDerivAt (fun s => (ε s).trace)
      ((density (C t) * H').trace - (weighted (C t) (ε t) * S').trace) t := by
  have hCT : HasMatDeriv (fun s => (C s)ᵀ) C'ᵀ t := fun i j => hC j i
  -- the orthonormality condition, differentiated
  have hN : HasMatDeriv (fun s => (C s)ᵀ * S s * C s)
      ((C'ᵀ * S t + (C t)ᵀ * S') * C t + (C t)ᵀ * S t * C') t := (hCT.mul hS).mul hC
  have hN0 : (C'ᵀ * S t + (C t)ᵀ * S') * C t + (C t)ᵀ * S t * C' = 0 := by
    ext i j
    have hij := hN i j
    simp only [h.orthonormal] at hij
    exact hij.unique (hasDerivAt_const t _)
  have hn := congrArg (fun M => (ε t * M).trace) hN0
  simp only [Matrix.add_mul, Matrix.mul_add, Matrix.trace_add, Matrix.mul_zero,
    Matrix.trace_zero] at hn
  -- the energy as `Tr(Cᵀ H C)`, differentiated
  have hE : HasDerivAt (fun s => ((C s)ᵀ * H s * C s).trace)
      ((C'ᵀ * H t + (C t)ᵀ * H') * C t + (C t)ᵀ * H t * C').trace t :=
    ((hCT.mul hH).mul hC).trace
  simp only [h.multiplier_eq] at hE
  -- the orbital equation acting to the left
  have hl : (C t)ᵀ * H t = ε t * ((C t)ᵀ * S t) := by
    have e := congrArg Matrix.transpose (h.eig t)
    simpa only [Matrix.transpose_mul, (h.H_symm t).eq, (h.S_symm t).eq,
      h.multiplier_symm t] using e
  have e1 : (C'ᵀ * H t * C t).trace = (ε t * (C'ᵀ * S t * C t)).trace := by
    rw [Matrix.mul_assoc, h.eig, Matrix.trace_mul_comm (ε t)]
    simp only [Matrix.mul_assoc]
  have e2 : ((C t)ᵀ * H t * C').trace = (ε t * ((C t)ᵀ * S t * C')).trace := by
    rw [hl]
    simp only [Matrix.mul_assoc]
  have e3 : ((C t)ᵀ * H' * C t).trace = (C t * (C t)ᵀ * H').trace := by
    rw [Matrix.trace_mul_comm, ← Matrix.mul_assoc]
  have e4 : (ε t * ((C t)ᵀ * S' * C t)).trace = (C t * ε t * (C t)ᵀ * S').trace := by
    rw [← Matrix.mul_assoc, Matrix.trace_mul_comm]
    simp only [Matrix.mul_assoc]
  refine hE.congr_deriv ?_
  simp only [density, weighted, Matrix.add_mul, Matrix.trace_add]
  linarith
```

## The second derivative

Here `H1`, `S1` and `C1` are the first derivatives at all parameter values, while `H2` and `S2` are second derivatives at `t`. No second derivative of \(C\) or \(\varepsilon\) is needed. The conclusion is that the function `deriv fun s => (ε s).trace` has the stated derivative at `t`.

In the proof, `hP` and `hW` identify the two response matrices as true derivatives, and `hd` supplies the first-derivative formula at every parameter value.

```lean
/-- Second derivative of `E = Tr ε` for an orbital family with twice differentiable `H`, `S` and
once differentiable `C`, `ε`: `E'' = Tr(P H'') - Tr(W S'') + Tr(P' H') - Tr(W' S')`. -/
theorem energy_second_deriv (h : OrbitalFamily H S C ε) {t : ℝ} {H2 S2 : Matrix n n ℝ}
    {ε' : Matrix m m ℝ} (hH : ∀ s, HasMatDeriv H (H1 s) s) (hS : ∀ s, HasMatDeriv S (S1 s) s)
    (hC : ∀ s, HasMatDeriv C (C1 s) s) (hε : HasMatDeriv ε ε' t)
    (hH2 : HasMatDeriv H1 H2 t) (hS2 : HasMatDeriv S1 S2 t) :
    HasDerivAt (deriv fun s => (ε s).trace)
      ((density (C t) * H2).trace - (weighted (C t) (ε t) * S2).trace
        + (densityResponse (C t) (C1 t) * H1 t).trace
        - (weightedResponse (C t) (C1 t) (ε t) ε' * S1 t).trace) t := by
  have hCT : HasMatDeriv (fun s => (C s)ᵀ) (C1 t)ᵀ t := fun i j => hC t j i
  -- the responses are the derivatives of the two density matrices
  have hP : HasMatDeriv (fun s => density (C s)) (densityResponse (C t) (C1 t)) t :=
    (hC t).mul hCT
  have hW : HasMatDeriv (fun s => weighted (C s) (ε s))
      (weightedResponse (C t) (C1 t) (ε t) ε') t := by
    have e : HasMatDeriv (fun s => C s * ε s * (C s)ᵀ)
        ((C1 t * ε t + C t * ε') * (C t)ᵀ + C t * ε t * (C1 t)ᵀ) t :=
      ((hC t).mul hε).mul hCT
    rw [Matrix.add_mul] at e
    exact e
  -- the first-derivative formula holds at every parameter value
  have hd : (deriv fun s => (ε s).trace) = fun s =>
      (density (C s) * H1 s).trace - (weighted (C s) (ε s) * S1 s).trace :=
    funext fun s => (energy_deriv h (hH s) (hS s) (hC s)).deriv
  rw [hd]
  refine ((hP.mul hH2).trace.fun_sub (hW.mul hS2).trace).congr_deriv ?_
  simp only [Matrix.trace_add]
  ring
```

The differentiability of \(C\) and \(\varepsilon\) is assumed, and \(C'\) and \(\varepsilon'\) are inputs: the response (coupled-perturbed) equations for them are not solved here. Nor is \(E\) the total Hartree–Fock or Kohn–Sham energy, in which the electron interaction must not be counted twice.

In the orbital form, `a1` and `a2` show that the two terms of \(\operatorname{Tr}(P'H')\) are equal. `b1` and `b2` do the same for the \(C'\) terms of \(\operatorname{Tr}(W'S')\), and `b3` handles the \(\varepsilon'\) term.

```lean
/-- Second derivative of `E = Tr ε` for an orbital family, written with the orbital response `C'`:
the terms containing first derivatives are `2 Tr(C'ᵀ (H' C - S' C ε)) - Tr(ε' Cᵀ S' C)`. -/
theorem energy_second_deriv_orbital (h : OrbitalFamily H S C ε) {t : ℝ} {H2 S2 : Matrix n n ℝ}
    {ε' : Matrix m m ℝ} (hH : ∀ s, HasMatDeriv H (H1 s) s) (hS : ∀ s, HasMatDeriv S (S1 s) s)
    (hC : ∀ s, HasMatDeriv C (C1 s) s) (hε : HasMatDeriv ε ε' t)
    (hH2 : HasMatDeriv H1 H2 t) (hS2 : HasMatDeriv S1 S2 t) :
    HasDerivAt (deriv fun s => (ε s).trace)
      ((density (C t) * H2).trace - (weighted (C t) (ε t) * S2).trace
        + 2 * ((C1 t)ᵀ * (H1 t * C t - S1 t * C t * ε t)).trace
        - (ε' * ((C t)ᵀ * S1 t * C t)).trace) t := by
  have a1 : (C1 t * (C t)ᵀ * H1 t).trace = ((C1 t)ᵀ * (H1 t * C t)).trace := by
    rw [← Matrix.trace_transpose (C1 t * (C t)ᵀ * H1 t), Matrix.trace_mul_comm (C1 t)ᵀ]
    simp only [Matrix.transpose_mul, Matrix.transpose_transpose, (hH t).symm_deriv h.H_symm,
      Matrix.mul_assoc]
  have a2 : (C t * (C1 t)ᵀ * H1 t).trace = ((C1 t)ᵀ * (H1 t * C t)).trace := by
    rw [Matrix.mul_assoc, Matrix.trace_mul_comm (C t)]
    simp only [Matrix.mul_assoc]
  have b1 : (C1 t * ε t * (C t)ᵀ * S1 t).trace = ((C1 t)ᵀ * (S1 t * C t * ε t)).trace := by
    rw [← Matrix.trace_transpose (C1 t * ε t * (C t)ᵀ * S1 t), Matrix.trace_mul_comm (C1 t)ᵀ]
    simp only [Matrix.transpose_mul, Matrix.transpose_transpose, (hS t).symm_deriv h.S_symm,
      h.multiplier_symm t, Matrix.mul_assoc]
  have b2 : (C t * ε t * (C1 t)ᵀ * S1 t).trace = ((C1 t)ᵀ * (S1 t * C t * ε t)).trace := by
    rw [Matrix.mul_assoc (C t * ε t), Matrix.trace_mul_comm (C t * ε t)]
    simp only [Matrix.mul_assoc]
  have b3 : (C t * ε' * (C t)ᵀ * S1 t).trace = (ε' * ((C t)ᵀ * S1 t * C t)).trace := by
    simp only [Matrix.mul_assoc]
    rw [Matrix.trace_mul_comm (C t)]
    simp only [Matrix.mul_assoc]
  refine (energy_second_deriv h hH hS hC hε hH2 hS2).congr_deriv ?_
  simp only [densityResponse, weightedResponse, Matrix.add_mul, Matrix.mul_sub,
    Matrix.trace_add, Matrix.trace_sub]
  linarith
```

## A two-function example

With \(C = (1, s)^T\), the matrices below give \(SC = (1,0)^T\) and \(HC = (s^2,0)^T\). Thus \(C^TSC = 1\) and \(\varepsilon = s^2\), while the overlap and the orbital both change with \(s\). All entries are polynomials, so the differentiability hypotheses are met as well.

```lean
/-- A two-function, one-orbital model with moving overlap, orbital and energy `s ^ 2` is an
orbital family. -/
theorem orbitalFamily_witness :
    OrbitalFamily (fun s : ℝ => !![3 * s ^ 2, -2 * s; -2 * s, 2])
      (fun s => !![1 + s ^ 2, -s; -s, 1]) (fun s => !![1; s]) (fun s => !![s ^ 2]) where
  H_symm s := Matrix.IsSymm.ext fun i j => by fin_cases i <;> fin_cases j <;> simp
  S_symm s := Matrix.IsSymm.ext fun i j => by fin_cases i <;> fin_cases j <;> simp
  eig s := by
    ext i j
    fin_cases i <;> fin_cases j <;> simp [Matrix.mul_apply, Fin.sum_univ_succ]
    ring
  orthonormal s := by
    ext i j
    fin_cases i
    fin_cases j
    simp [Matrix.mul_apply, Fin.sum_univ_succ]
    ring

end

end CoupledPerturbedSecondDerivative
```

```lean
#print axioms CoupledPerturbedSecondDerivative.energy_second_deriv_orbital
```

```
'CoupledPerturbedSecondDerivative.energy_second_deriv_orbital' depends on axioms: [propext, Classical.choice, Quot.sound]
```
